# Raman intensities of a free chain of identical layers with equal bond polarizabilities

Take a stack of N identical layers, free at both ends, with equal springs between neighbours only. If a code writes its vibrational modes as plain cosine patterns and forgets to normalise them, the frequencies are right and the silent modes stay silent, but every nonzero Raman intensity is wrong by a factor N/2. For two layers that factor is 1, so the smallest test passes. For thicker stacks the intensities lose their 1/N, so the intensity of a visible mode changes with thickness in the wrong way. A closed formula for the normalised modes exposes the error.

## Silent even modes and decreasing odd modes

Number the layers n = 0, …, N−1, and let u(n) be the displacement of layer n along one fixed direction. Each layer has unit mass, neighbours are joined by unit springs, and the two end layers feel one spring each. For an integer j with 0 ≤ j < N, set

φ = πj/(2N).

The j-th mode has squared frequency ω² = 4 sin² φ. Let a be the change of the polarizability per unit stretch of a bond, the same for every bond. The Raman intensity I is the square of the summed bond contributions. If the mode is normalised, Σ u(n)² = 1, then

I = 0 for even j,

I = 8a² cos² φ / N for odd j.

For a ≠ 0 the intensity strictly decreases as j runs through the odd labels. Four layers, for example, give (1 + 1/√2)a², 0 and (1 − 1/√2)a² for j = 1, 2, 3.

## Reference values for an eigenvector routine

The formula tests three parts of a code together: the force-constant matrix with its free ends, the normalisation of the eigenvectors, and the sum over bonds. The sign that an eigensolver gives a vector doesn't matter, because the intensity is quadratic. A chain closed into a ring by mistake also shows up: if the closing bond enters the Raman sum with the same a, the stretches add to zero and every mode is silent.

In simulations of layered crystals, this describes rigid-layer vibrations within a harmonic model that has nearest-neighbour springs and one displacement per layer. The intensities also require the same polarizability derivative, including its sign, at every interface.

## From the equations of motion to the end displacements

For N ≥ 2 the equation of motion of the first layer is

u(1) − u(0) = −4 sin² φ · u(0),

and that of an inner layer is

u(n+1) − 2u(n) + u(n−1) = −4 sin² φ · u(n).

Together they fix the profile:

u(n) cos φ = u(0) cos((2n+1)φ).

For n = 0 this is immediate. For n = 1, multiply the first equation by cos φ and use

(1 − 4 sin² φ) cos φ = 4 cos³ φ − 3 cos φ = cos 3φ.

For the later layers, 2 − 4 sin² φ = 2 cos 2φ turns the inner equation into

u(n+2) = 2 cos 2φ · u(n+1) − u(n),

and the cosines obey the same recursion:

cos((2n+5)φ) + cos((2n+1)φ) = 2 cos 2φ · cos((2n+3)φ).

At the last layer the angle is (2N−1)φ = πj − φ, whose cosine is (−1)^j cos φ. Since 0 ≤ φ < π/2, cos φ is positive and can be divided out:

u(N−1) = (−1)^j u(0).

The size of u(0) follows from the norm. Let 0 < j < N and write x = (2n+1)φ. Then

4 sin 2φ · cos² x = 2 sin 2φ + 2 sin 2φ cos 2x = 2 sin 2φ + sin(4(n+1)φ) − sin(4nφ).

Summed over all layers, the last two terms telescope to sin(4Nφ) = sin(2πj) = 0. Because 0 < 2φ < π, sin 2φ is not zero, and so

Σ cos²((2n+1)φ) = N/2.

Squaring the profile, summing it and using Σ u(n)² = 1 gives cos² φ = u(0)² N/2, that is,

u(0)² = 2 cos² φ / N.

With equal bonds the Raman amplitude telescopes as well:

a Σ (u(n+1) − u(n)) = a(u(N−1) − u(0)) = a((−1)^j − 1) u(0).

For even j this is zero. For odd j its square is 4a² u(0)² = 8a² cos² φ / N. The cosine is nonnegative and strictly decreasing on [0, π/2], so its square decreases too, and with it the intensity over odd j.

For a single layer only j = 0 is allowed. There are no bonds, and the intensity is zero.

## The Lean file

```lean
import Mathlib

open Finset

namespace LayerChainRaman

noncomputable section

/-- Force on layer `n` of a free chain of layers `0, …, N - 1` joined by unit springs;
the two end layers feel only one spring. -/
def layerForce (N : ℕ) (u : ℕ → ℝ) (n : ℕ) : ℝ :=
  (if n + 1 < N then u (n + 1) - u n else 0) - (if 0 < n then u n - u (n - 1) else 0)

/-- The displacements `u` of layers of unit mass solve the equations of motion of the
free chain at squared frequency `w`. -/
def IsNormalMode (N : ℕ) (w : ℝ) (u : ℕ → ℝ) : Prop :=
  ∀ n < N, layerForce N u n = -w * u n

/-- The angle `π j / (2 N)` that labels the `j`-th mode of a chain of `N ≥ 1` layers. -/
def phase (N j : ℕ) : ℝ := Real.pi * j / (2 * N)

/-- Bond-polarizability model: each bond between neighbouring layers contributes its
polarizability derivative `a n` times its stretch. -/
def ramanAmplitude (a : ℕ → ℝ) (N : ℕ) (u : ℕ → ℝ) : ℝ :=
  ∑ n ∈ range (N - 1), a n * (u (n + 1) - u n)

/-- The Raman intensity is the square of the Raman amplitude. -/
def ramanIntensity (a : ℕ → ℝ) (N : ℕ) (u : ℕ → ℝ) : ℝ := ramanAmplitude a N u ^ 2

lemma phase_mul {N : ℕ} (j : ℕ) (hN : 0 < N) : 2 * (N : ℝ) * phase N j = Real.pi * j := by
  have h : (N : ℝ) ≠ 0 := by exact_mod_cast hN.ne'
  unfold phase
  field_simp

lemma phase_bounds {N j : ℕ} (hj : j < N) : 0 ≤ phase N j ∧ phase N j < Real.pi / 2 := by
  have hjN : (j : ℝ) < N := by exact_mod_cast hj
  have hN : (0 : ℝ) < N := lt_of_le_of_lt (Nat.cast_nonneg j) hjN
  refine ⟨by unfold phase; positivity, ?_⟩
  unfold phase
  rw [div_lt_div_iff₀ (by linarith) (by norm_num)]
  nlinarith [mul_lt_mul_of_pos_left hjN Real.pi_pos]

/-- The equations of motion at squared frequency `4 sin² φ` imply
`u n cos φ = u 0 cos ((2 n + 1) φ)` for every layer `n < N`. If `cos φ ≠ 0`, this fixes the
displacement pattern up to the displacement of the first layer. -/
theorem mode_profile {N : ℕ} {φ : ℝ} {u : ℕ → ℝ}
    (h : IsNormalMode N (4 * Real.sin φ ^ 2) u) {n : ℕ} (hn : n < N) :
    u n * Real.cos φ = u 0 * Real.cos ((2 * (n : ℝ) + 1) * φ) := by
  have hsc := Real.sin_sq_add_cos_sq φ
  -- carry two neighbouring layers through the induction
  have key : ∀ n : ℕ,
      (n < N → u n * Real.cos φ = u 0 * Real.cos ((2 * (n : ℝ) + 1) * φ)) ∧
      (n + 1 < N → u (n + 1) * Real.cos φ
        = u 0 * Real.cos ((2 * ((n + 1 : ℕ) : ℝ) + 1) * φ)) := by
    intro n
    induction n with
    | zero =>
      refine ⟨fun _ => by norm_num, fun hn => ?_⟩
      have h0 := h 0 (by omega)
      unfold layerForce at h0
      rw [if_pos hn, if_neg (lt_irrefl (0 : ℕ))] at h0
      have e : (2 * ((0 + 1 : ℕ) : ℝ) + 1) * φ = 3 * φ := by push_cast; ring
      rw [e, Real.cos_three_mul]
      linear_combination Real.cos φ * h0 - 4 * Real.cos φ * u 0 * hsc
    | succ n ih =>
      refine ⟨ih.2, fun hn => ?_⟩
      have h1 := h (n + 1) (by omega)
      unfold layerForce at h1
      rw [if_pos hn, if_pos (by omega : 0 < n + 1), Nat.add_sub_cancel] at h1
      have a := ih.1 (by omega)
      have b := ih.2 (by omega)
      have e1 : (2 * ((n + 1 + 1 : ℕ) : ℝ) + 1) * φ
          = (2 * ((n + 1 : ℕ) : ℝ) + 1) * φ + 2 * φ := by push_cast; ring
      have e2 : (2 * (n : ℝ) + 1) * φ
          = (2 * ((n + 1 : ℕ) : ℝ) + 1) * φ - 2 * φ := by push_cast; ring
      have trig : Real.cos ((2 * ((n + 1 + 1 : ℕ) : ℝ) + 1) * φ)
          + Real.cos ((2 * (n : ℝ) + 1) * φ)
          = (2 - 4 * Real.sin φ ^ 2) * Real.cos ((2 * ((n + 1 : ℕ) : ℝ) + 1) * φ) := by
        rw [e1, e2, Real.cos_add, Real.cos_sub, Real.cos_two_mul]
        linear_combination 4 * Real.cos ((2 * ((n + 1 : ℕ) : ℝ) + 1) * φ) * hsc
      linear_combination Real.cos φ * h1 + (2 - 4 * Real.sin φ ^ 2) * b - a - u 0 * trig
  exact (key n).1 hn

/-- For `0 < j < N` the squared cosine profile of the `j`-th mode sums to `N / 2`. -/
theorem sum_cos_sq {N j : ℕ} (h0 : 0 < j) (hj : j < N) :
    ∑ n ∈ range N, Real.cos ((2 * (n : ℝ) + 1) * phase N j) ^ 2 = N / 2 := by
  have hφ := phase_mul j (by omega : 0 < N)
  have hb := phase_bounds hj
  generalize phase N j = φ at *
  -- multiplied by `4 sin 2φ`, the sum telescopes
  have tele : ∀ M : ℕ, (∑ n ∈ range M, Real.cos ((2 * (n : ℝ) + 1) * φ) ^ 2)
      * (4 * Real.sin (2 * φ))
      = 2 * (M : ℝ) * Real.sin (2 * φ) + Real.sin (4 * (M : ℝ) * φ) := by
    intro M
    induction M with
    | zero => simp
    | succ n ih =>
      have e1 : 4 * ((n + 1 : ℕ) : ℝ) * φ = 2 * ((2 * (n : ℝ) + 1) * φ) + 2 * φ := by
        push_cast; ring
      have e2 : 4 * (n : ℝ) * φ = 2 * ((2 * (n : ℝ) + 1) * φ) - 2 * φ := by ring
      have hc := Real.cos_two_mul ((2 * (n : ℝ) + 1) * φ)
      rw [sum_range_succ, add_mul, ih, e1, e2, Real.sin_add, Real.sin_sub]
      push_cast
      linear_combination (-2 * Real.sin (2 * φ)) * hc
  have hpos : 0 < φ := by
    refine lt_of_le_of_ne hb.1 fun h => ?_
    have hj0 : (0 : ℝ) < j := by exact_mod_cast h0
    rw [← h, mul_zero] at hφ
    exact (mul_pos Real.pi_pos hj0).ne hφ
  have hs : 0 < Real.sin (2 * φ) :=
    Real.sin_pos_of_pos_of_lt_pi (by linarith) (by linarith [hb.2])
  have e : 4 * (N : ℝ) * φ = ((2 * j : ℕ) : ℝ) * Real.pi := by
    push_cast
    linear_combination 2 * hφ
  have t := tele N
  rw [e, Real.sin_nat_mul_pi] at t
  apply mul_right_cancel₀ (mul_pos four_pos hs).ne'
  linear_combination t

/-- In the `j`-th mode, `j < N`, the two end layers move in phase for even `j` and in
antiphase for odd `j`, with equal amplitude. -/
theorem end_parity {N j : ℕ} {u : ℕ → ℝ} (hj : j < N)
    (h : IsNormalMode N (4 * Real.sin (phase N j) ^ 2) u) :
    u (N - 1) = (-1) ^ j * u 0 := by
  have hb := phase_bounds hj
  have hc : 0 < Real.cos (phase N j) :=
    Real.cos_pos_of_mem_Ioo ⟨by linarith [Real.pi_pos, hb.1], hb.2⟩
  have p := mode_profile h (by omega : N - 1 < N)
  have e : (2 * ((N - 1 : ℕ) : ℝ) + 1) * phase N j = (j : ℝ) * Real.pi - phase N j := by
    rw [Nat.cast_sub (by omega : 1 ≤ N), Nat.cast_one]
    linear_combination phase_mul j (by omega : 0 < N)
  rw [e, Real.cos_nat_mul_pi_sub] at p
  apply mul_right_cancel₀ hc.ne'
  linear_combination p

/-- In the normalized `j`-th mode, `0 < j < N`, the first layer has squared displacement
`2 cos² (π j / (2 N)) / N`. -/
theorem end_amplitude {N j : ℕ} {u : ℕ → ℝ} (h0 : 0 < j) (hj : j < N)
    (h : IsNormalMode N (4 * Real.sin (phase N j) ^ 2) u)
    (hu : ∑ n ∈ range N, u n ^ 2 = 1) :
    u 0 ^ 2 = 2 * Real.cos (phase N j) ^ 2 / N := by
  have hN : (N : ℝ) ≠ 0 := by exact_mod_cast (by omega : N ≠ 0)
  have hs : (∑ n ∈ range N, u n ^ 2) * Real.cos (phase N j) ^ 2
      = u 0 ^ 2 * ∑ n ∈ range N, Real.cos ((2 * (n : ℝ) + 1) * phase N j) ^ 2 := by
    rw [sum_mul, mul_sum]
    refine sum_congr rfl fun n hn => ?_
    rw [← mul_pow, mode_profile h (mem_range.mp hn), mul_pow]
  rw [hu, sum_cos_sq h0 hj] at hs
  rw [eq_div_iff hN]
  linear_combination -2 * hs

/-- With equal bond polarizabilities the contributions of the inner layers cancel, and
only the relative displacement of the two end layers is left. -/
theorem ramanAmplitude_equal_bonds (a : ℝ) (N : ℕ) (u : ℕ → ℝ) :
    ramanAmplitude (fun _ => a) N u = a * (u (N - 1) - u 0) := by
  unfold ramanAmplitude
  rw [← mul_sum, sum_range_sub]

/-- Raman intensities of the free chain with equal bond polarizabilities `a`: the
normalized `j`-th mode, `j < N`, has intensity zero for even `j` and
`8 a² cos² (π j / (2 N)) / N` for odd `j`. -/
theorem raman_intensity {N j : ℕ} {u : ℕ → ℝ} (a : ℝ) (hj : j < N)
    (h : IsNormalMode N (4 * Real.sin (phase N j) ^ 2) u)
    (hu : ∑ n ∈ range N, u n ^ 2 = 1) :
    (Even j → ramanIntensity (fun _ => a) N u = 0) ∧
    (Odd j → ramanIntensity (fun _ => a) N u
      = 8 * a ^ 2 * Real.cos (phase N j) ^ 2 / N) := by
  unfold ramanIntensity
  rw [ramanAmplitude_equal_bonds, end_parity hj h]
  constructor
  · intro he
    rw [he.neg_one_pow]
    ring
  · intro ho
    rw [ho.neg_one_pow]
    linear_combination 4 * a ^ 2 * end_amplitude ho.pos hj h hu

/-- Among the normalized modes with odd label below `N`, the Raman intensity strictly decreases as
the label grows, for equal nonzero bond polarizabilities. -/
theorem raman_intensity_decreasing {N j k : ℕ} {u v : ℕ → ℝ} {a : ℝ} (ha : a ≠ 0)
    (hoj : Odd j) (hok : Odd k) (hjk : j < k) (hk : k < N)
    (hu : IsNormalMode N (4 * Real.sin (phase N j) ^ 2) u)
    (hu1 : ∑ n ∈ range N, u n ^ 2 = 1)
    (hv : IsNormalMode N (4 * Real.sin (phase N k) ^ 2) v)
    (hv1 : ∑ n ∈ range N, v n ^ 2 = 1) :
    ramanIntensity (fun _ => a) N v < ramanIntensity (fun _ => a) N u := by
  have hj : j < N := hjk.trans hk
  rw [(raman_intensity a hj hu hu1).2 hoj, (raman_intensity a hk hv hv1).2 hok]
  have hN : (0 : ℝ) < N := by exact_mod_cast (by omega : 0 < N)
  have hjk' : (j : ℝ) < k := by exact_mod_cast hjk
  have hφ : phase N j < phase N k :=
    div_lt_div_of_pos_right (mul_lt_mul_of_pos_left hjk' Real.pi_pos) (by linarith)
  have bj := phase_bounds hj
  have bk := phase_bounds hk
  -- the cosine decreases on the first quarter period
  have hcos := Real.cos_lt_cos_of_nonneg_of_le_pi_div_two bj.1 bk.2.le hφ
  have hck : 0 ≤ Real.cos (phase N k) :=
    Real.cos_nonneg_of_mem_Icc ⟨by linarith [Real.pi_pos, bk.1], bk.2.le⟩
  have hsq := pow_lt_pow_left₀ hcos hck two_ne_zero
  exact div_lt_div_of_pos_right (mul_lt_mul_of_pos_left hsq (by positivity)) hN

/-- For three layers the displacements `(1, 0, -1) / √2` form a normalized mode with
label `j = 1`. -/
theorem three_layer_witness :
    IsNormalMode 3 (4 * Real.sin (phase 3 1) ^ 2) (fun n => (1 - (n : ℝ)) / √2) ∧
    ∑ n ∈ range 3, ((1 - (n : ℝ)) / √2) ^ 2 = 1 := by
  have hp : phase 3 1 = Real.pi / 6 := by
    unfold phase
    norm_num
  constructor
  · rw [hp, Real.sin_pi_div_six]
    intro n hn
    interval_cases n <;> norm_num [layerForce]
    ring
  · norm_num [sum_range_succ, div_pow]

end

end LayerChainRaman
```

```lean
#print axioms LayerChainRaman.raman_intensity
#print axioms LayerChainRaman.raman_intensity_decreasing
```

```
'LayerChainRaman.raman_intensity' depends on axioms: [propext, Classical.choice, Quot.sound]
'LayerChainRaman.raman_intensity_decreasing' depends on axioms: [propext, Classical.choice, Quot.sound]
```

## Modes as solutions of the equations of motion

In the file a displacement is a function `u : ℕ → ℝ`, of which only the values at layers below `N` matter. `layerForce` includes a spring only where the neighbour exists, which encodes the free ends. `IsNormalMode N w u` says that the force on every layer equals `-w * u n`, so `w` is the squared frequency for unit mass. The angle φ is `phase N j`. `ramanAmplitude` accepts a separate polarizability derivative `a n` for each bond, and the intensity theorems set them all equal through `fun _ => a`.

`raman_intensity` takes any `u` that solves the equations of motion at `4 * Real.sin (phase N j) ^ 2` and has unit norm, and returns the two intensity formulas. The cosine profile is derived and not assumed, so the theorem applies to whatever real normalised eigenvector a solver would ideally return. `raman_intensity_decreasing` compares two such modes of the same chain with odd labels `j < k`. It requires `a ≠ 0`, since for a = 0 both intensities vanish.

## Two inductions and a telescoping sum

`phase_mul` and `phase_bounds` supply 2Nφ = πj and 0 ≤ φ < π/2.

`mode_profile` proves the cosine profile by an induction that carries two neighbouring layers, because the recursion reaches back two steps. The start uses the formula for cos 3φ. In the induction step `linear_combination` combines the equation of motion, multiplied by cos φ, with suitable multiples of the two earlier profile identities and of the trigonometric identity `trig`.

`sum_cos_sq` proves the telescoped formula `tele` for every partial sum by induction, then cancels the positive factor 4 sin 2φ with `mul_right_cancel₀`. `end_parity` evaluates the profile at the last layer and cancels cos φ in the same way. `end_amplitude` multiplies the normalisation by cos² φ, replaces each term by its profile and inserts the sum N/2.

`ramanAmplitude_equal_bonds` telescopes the bond sum with `sum_range_sub`. `raman_intensity` then substitutes the parity of the ends and treats even and odd `j` separately, using `end_amplitude` only for odd `j`. The strict decrease comes from `Real.cos_lt_cos_of_nonneg_of_le_pi_div_two`, followed by squaring and by multiplying with positive constants.

`three_layer_witness` verifies directly, layer by layer, that (1, 0, −1)/√2 is a normalised mode with j = 1.

## Existence of the modes, unequal bonds and rounding

The theorems describe every normalised solution at the stated frequency, but only `three_layer_witness` exhibits one. For general N the missing step is short: the cosine profile also satisfies the last layer's equation, because sin(2Nφ) = sin(πj) = 0. This existence argument is given here in prose only.

The model has equal masses, equal springs, no coupling beyond nearest neighbours and no substrate. Equal bond polarizabilities are a physical assumption: the derivative must have the same size and the same sign at every interface. Equivalent interfaces don't guarantee this. In Bernal-stacked graphene the derivative for sliding changes sign from one interface to the next, so the formula doesn't apply to the shear modes of three or more layers. If the derivatives differ between interfaces, an even mode can become visible. In three layers, the mode (1, −2, 1)/√6 with j = 2 has bond stretches of opposite sign, which cancel only if the two bonds have the same polarizability derivative.

The intensity is the bare squared amplitude, without thermal occupation or frequency prefactors, so a code should be compared before those factors are applied. The theorems concern real numbers. In floating point a silent mode will typically show a small residue, and the theorems give no tolerance for it.
